# Powers of an upper Hessenberg matrix and short-time amplitudes along a Krylov chain

Take a chain of three sites, numbered 0, 1, 2, and a matrix \(H\) in which the entry \(H_{20}\) is zero:

\[
H=\begin{pmatrix} H_{00} & H_{01} & H_{02}\\ H_{10} & H_{11} & H_{12}\\ 0 & H_{21} & H_{22}\end{pmatrix}.
\]

Start on site 0. One application of \(H\) gives the first column, which has no component on site 2. A second application gives

\[
(H^2)_{20}=H_{20}H_{00}+H_{21}H_{10}+H_{22}H_{20}=H_{21}H_{10}.
\]

Site 2 is first reached by two upward hops, and its component is the product of the two hopping elements. A third application leaves room for one step that stays in place, on any of the three sites:

\[
(H^3)_{20}=H_{21}H_{10}\,(H_{00}+H_{11}+H_{22}).
\]

The entries \(H_{01}\), \(H_{02}\) and \(H_{12}\), which lead back down the chain, do not appear: a path that steps down needs more applications to return.

## From matrix powers to short-time amplitudes

Let the sites be \(0,\dots,n\), and let \(H\) be upper Hessenberg, which means that \(H_{ij}=0\) whenever \(j+1<i\). This is the form that the Arnoldi process gives to an operator projected on a Krylov basis, because applying the operator to one basis vector brings in at most the next one. For a Hermitian operator the projected matrix is tridiagonal, as in the Lanczos method. Define

\[
W_j=\prod_{k=0}^{j-1}H_{k+1,k},\qquad W_0=1,\qquad S_j=\sum_{i=0}^{j}H_{ii}.
\]

The claim for the powers is

\[
(H^k)_{j0}=0\ \ (k<j),\qquad (H^j)_{j0}=W_j,\qquad (H^{j+1})_{j0}=W_jS_j .
\]

All three follow by induction from \((H^{k+1})_{j0}=\sum_l H_{jl}(H^k)_{l0}\).

**Vanishing.** For \(k=0\) and \(j>0\) the entry belongs to the identity matrix and is off the diagonal. Now let \(k+1<j\). If \(l+1<j\), then \(H_{jl}=0\). Otherwise \(l\ge j-1>k\), and \((H^k)_{l0}=0\) by induction. Every term of the sum is zero.

**Leading order.** For \(j=0\) both sides are 1. In the sum for \((H^{m+1})_{m+1,0}\), terms with \(l<m\) contain a hop that is too long, and terms with \(l>m\) contain a site not yet reached. What remains is \(H_{m+1,m}(H^m)_{m0}=H_{m+1,m}W_m=W_{m+1}\).

**Next order.** For \(j=0\) the claim reads \(H_{00}=H_{00}\). In the sum for \((H^{m+2})_{m+1,0}\), only \(l=m\) and \(l=m+1\) survive, so that

\[
(H^{m+2})_{m+1,0}=H_{m+1,m}W_mS_m+H_{m+1,m+1}W_{m+1}=W_{m+1}S_{m+1}.
\]

Now let \(H\) be complex, set \(\hbar=1\), and write \(a_j(t)=(e^{-itH})_{j0}\) for the amplitude at site \(j\) after a start on site 0. The exponential series is

\[
a_j(t)=\sum_{k\ge 0}\frac{(-it)^k}{k!}(H^k)_{j0}.
\]

The terms with \(k<j\) vanish. In a submultiplicative norm that bounds each entry, the terms with \(k\ge j+2\) add up to at most \((|t|\,\|H\|)^{j+2}e^{|t|\|H\|}\). The two terms between them give

\[
a_j(t)=\frac{(-it)^j}{j!}W_j\left(1-\frac{it}{j+1}S_j\right)+O(t^{j+2}).
\]

Dividing by \(t^j\), and then taking squared moduli, gives for \(t\to0\)

\[
\frac{a_j(t)}{t^j}\to\frac{(-i)^j}{j!}W_j,\qquad
\frac{|a_j(t)|^2}{t^{2j}}\to\left(\frac{|W_j|}{j!}\right)^2 .
\]

In Krylov propagation of a quantum state, the second limit describes how slowly the far end of a fixed, finite projected chain fills at short times; it does not bound the error made by truncating the chain.

The same argument covers a start on another site \(s\le j\). Then \((H^k)_{js}=0\) for \(k<j-s\), and \((H^{j-s})_{js}=\prod_{k=s}^{j-1}H_{k+1,k}\). The formal development below keeps to \(s=0\).

## The chain and its path weight in Lean

The sites form the type `Fin (n + 1)`, so there is always a site 0, and \(n=0\) is allowed. The entries lie in a commutative ring `R` until the exponential enters.

```lean
import Mathlib

open Filter Topology Asymptotics

namespace KrylovChainPropagation

noncomputable section

variable {n : ℕ} {R : Type*} [CommRing R]
```

The Hessenberg condition is a statement about entries. It requires neither Hermiticity nor nonzero subdiagonal elements, and it is assumed of the matrix: no Krylov basis is constructed here.

```lean
/-- A matrix on the chain sites `0, …, n` is upper Hessenberg if all entries below the first
subdiagonal vanish: one application climbs the chain by at most one site. -/
def IsUpperHessenberg (H : Matrix (Fin (n + 1)) (Fin (n + 1)) R) : Prop :=
  ∀ i j : Fin (n + 1), (j : ℕ) + 1 < (i : ℕ) → H i j = 0
```

The weight \(W_j\) is `chainWeight H j`. Its index `k` runs over `Fin (j : ℕ)`, that is, from 0 to \(j-1\), and the factor is the entry in row \(k+1\) and column \(k\). The short proofs inside the definition show that both indices are sites of the chain.

```lean
/-- The product of the first `j` subdiagonal entries, that is, of the hopping elements
on the way from site `0` to site `j`. -/
def chainWeight (H : Matrix (Fin (n + 1)) (Fin (n + 1)) R) (j : Fin (n + 1)) : R :=
  ∏ k : Fin (j : ℕ), H ⟨(k : ℕ) + 1, by have := k.isLt; have := j.isLt; omega⟩
    ⟨(k : ℕ), by have := k.isLt; have := j.isLt; omega⟩
```

Two lemmas give the recursion used by hand, \(W_0=1\) and \(W_{m+1}=H_{m+1,m}W_m\). The second splits off the last factor of the product and uses commutativity to put it in front.

```lean
/-- The empty path from site `0` to itself has weight one. -/
theorem chainWeight_zero (H : Matrix (Fin (n + 1)) (Fin (n + 1)) R) (h : 0 < n + 1) :
    chainWeight H ⟨0, h⟩ = 1 := by
  unfold chainWeight
  exact Fin.prod_univ_zero _

/-- Extending the path by one site multiplies its weight by the next hopping element. -/
theorem chainWeight_succ (H : Matrix (Fin (n + 1)) (Fin (n + 1)) R) (m : ℕ)
    (h : m + 1 < n + 1) :
    chainWeight H ⟨m + 1, h⟩ =
      H ⟨m + 1, h⟩ ⟨m, by omega⟩ * chainWeight H ⟨m, by omega⟩ := by
  rw [mul_comm]
  exact Fin.prod_univ_castSucc (fun k : Fin (m + 1) =>
    H ⟨(k : ℕ) + 1, by have := k.isLt; omega⟩ ⟨(k : ℕ), by have := k.isLt; omega⟩)
```

## Three orders of matrix powers

All three theorems in this section assume that `H` is upper Hessenberg. The vanishing statement is proved by induction on the power, for all sites `j` at once, because the step needs the hypothesis at the intermediate site `l`. The case distinction on `(l : ℕ) + 1 < (j : ℕ)` is the one made above: either the last hop is too long or `l` has not been reached.

```lean
/-- Starting from site `0`, fewer than `j` applications of `H` do not reach site `j`. -/
theorem pow_apply_eq_zero {H : Matrix (Fin (n + 1)) (Fin (n + 1)) R}
    (hH : IsUpperHessenberg H) (k : ℕ) :
    ∀ j : Fin (n + 1), k < (j : ℕ) → (H ^ k) j 0 = 0 := by
  induction k with
  | zero =>
    intro j hj
    rw [pow_zero]
    refine Matrix.one_apply_ne ?_
    rintro rfl
    simp at hj
  | succ k ih =>
    intro j hj
    rw [pow_succ', Matrix.mul_apply]
    refine Finset.sum_eq_zero fun l _ => ?_
    -- either the last hop is too long, or site `l` was not yet reached
    by_cases h : (l : ℕ) + 1 < (j : ℕ)
    · rw [hH j l h, zero_mul]
    · rw [ih l (by omega), mul_zero]
```

For the leading power the induction runs over the site number. `Fintype.sum_eq_single` reduces the matrix product to the term from site `m`, and the remaining goal is to show that every other term vanishes.

```lean
/-- After exactly `j` applications of `H`, the component at site `j` is the product of the
first `j` subdiagonal entries. -/
theorem pow_apply_eq_chainWeight {H : Matrix (Fin (n + 1)) (Fin (n + 1)) R}
    (hH : IsUpperHessenberg H) (j : Fin (n + 1)) :
    (H ^ (j : ℕ)) j 0 = chainWeight H j := by
  obtain ⟨m, hm⟩ := j
  induction m with
  | zero =>
    rw [chainWeight_zero]
    change (H ^ 0) 0 0 = 1
    rw [pow_zero, Matrix.one_apply_eq]
  | succ m ih =>
    have ih' : (H ^ m) ⟨m, by omega⟩ 0 = chainWeight H ⟨m, by omega⟩ := ih _
    change (H ^ (m + 1)) ⟨m + 1, hm⟩ 0 = _
    -- only the hop from site `m` contributes
    rw [pow_succ', Matrix.mul_apply, Fintype.sum_eq_single (⟨m, by omega⟩ : Fin (n + 1)),
      ih', chainWeight_succ]
    intro l hl
    have hl' : (l : ℕ) ≠ m := fun h => hl (Fin.ext h)
    by_cases h : (l : ℕ) + 1 < m + 1
    · rw [hH ⟨m + 1, hm⟩ l h, zero_mul]
    · rw [pow_apply_eq_zero hH m l (by omega), mul_zero]
```

One order higher, `Fintype.sum_eq_add` keeps two terms, the hop from `m` and the stay on `m + 1`. The set `Finset.Iic j` contains the sites \(0,\dots,j\), so the sum over it is \(S_j\). The equation `hI` adds the new site to this set, and `ring` combines the two contributions.

```lean
/-- With one application more than needed to reach site `j`, the component there is the path
weight times the sum of the diagonal entries of the sites `0, …, j`. -/
theorem pow_succ_apply {H : Matrix (Fin (n + 1)) (Fin (n + 1)) R}
    (hH : IsUpperHessenberg H) (j : Fin (n + 1)) :
    (H ^ ((j : ℕ) + 1)) j 0 = chainWeight H j * ∑ i ∈ Finset.Iic j, H i i := by
  obtain ⟨m, hm⟩ := j
  induction m with
  | zero =>
    have hI : Finset.Iic (⟨0, hm⟩ : Fin (n + 1)) = {⟨0, hm⟩} := by
      ext x
      simp only [Finset.mem_Iic, Finset.mem_singleton, Fin.le_def, Fin.ext_iff]
      omega
    change (H ^ (0 + 1)) ⟨0, hm⟩ 0 = _
    rw [zero_add, pow_one, chainWeight_zero, one_mul, hI]
    exact (Finset.sum_singleton (fun i => H i i) ⟨0, hm⟩).symm
  | succ m ih =>
    have ih' : (H ^ (m + 1)) ⟨m, by omega⟩ 0 = chainWeight H ⟨m, by omega⟩ *
        ∑ i ∈ Finset.Iic (⟨m, by omega⟩ : Fin (n + 1)), H i i := ih _
    have hlead : (H ^ (m + 1)) ⟨m + 1, hm⟩ 0 = chainWeight H ⟨m + 1, hm⟩ :=
      pow_apply_eq_chainWeight hH ⟨m + 1, hm⟩
    have hI : Finset.Iic (⟨m + 1, hm⟩ : Fin (n + 1)) =
        insert ⟨m + 1, hm⟩ (Finset.Iic ⟨m, by omega⟩) := by
      ext x
      simp only [Finset.mem_Iic, Finset.mem_insert, Fin.le_def, Fin.ext_iff]
      omega
    change (H ^ (m + 1 + 1)) ⟨m + 1, hm⟩ 0 = _
    -- the last step either hops from site `m` or stays on site `m + 1`
    rw [pow_succ', Matrix.mul_apply, Fintype.sum_eq_add (⟨m, by omega⟩ : Fin (n + 1))
      ⟨m + 1, hm⟩ (by simp [Fin.ext_iff]), ih', hlead, hI,
      Finset.sum_insert (by simp [Fin.le_def]), chainWeight_succ]
    · ring
    · rintro l ⟨h1, h2⟩
      have h1' : (l : ℕ) ≠ m := fun h => h1 (Fin.ext h)
      have h2' : (l : ℕ) ≠ m + 1 := fun h => h2 (Fin.ext h)
      by_cases h : (l : ℕ) + 1 < m + 1
      · rw [hH ⟨m + 1, hm⟩ l h, zero_mul]
      · rw [pow_apply_eq_zero hH (m + 1) l (by omega), mul_zero]
```

## The amplitude and its Taylor remainder

The amplitude is an entry of the full matrix exponential, with real time `t` and \(\hbar=1\). The row is the site of arrival, and column 0 is the start. For Hermitian \(H\) its squared modulus is the population of the site; for a general matrix the evolution need not conserve the norm, and the squared modulus need not be a probability.

```lean
/-- The amplitude at site `j` and time `t` (with `ħ = 1`) of the state that starts on site `0`
and evolves under `exp (-i t H)`. -/
def amplitude (H : Matrix (Fin (n + 1)) (Fin (n + 1)) ℂ) (t : ℝ) (j : Fin (n + 1)) : ℂ :=
  (NormedSpace.exp ((-(Complex.I * (t : ℂ))) • H)) j 0
```

The next theorem holds for every complex matrix, Hessenberg or not. It says that the first `N` terms of the series, \(k=0,\dots,N-1\), leave an error of order \(t^N\) near \(t=0\). The constant in this bound may depend on \(H\), \(j\) and \(N\).

The proof takes the remainder estimate for the exponential of a matrix, inserts \(-itH\), and reads off one entry by a continuous linear map. The equality \(\|{-itH}\|^N=|t|^N\|H\|^N\) then turns the bound into a power of \(t\). The matrix norm is chosen inside the proof and does not appear in the statement.

```lean
/-- The amplitude agrees with its Taylor polynomial of `N` terms up to an error of
order `t ^ N`. -/
theorem amplitude_taylor (H : Matrix (Fin (n + 1)) (Fin (n + 1)) ℂ) (j : Fin (n + 1)) (N : ℕ) :
    (fun t : ℝ => amplitude H t j - ∑ k ∈ Finset.range N,
      (-(Complex.I * (t : ℂ))) ^ k / (Nat.factorial k : ℂ) * (H ^ k) j 0)
      =O[𝓝 0] fun t : ℝ => t ^ N := by
  let : NormedRing (Matrix (Fin (n + 1)) (Fin (n + 1)) ℂ) := Matrix.linftyOpNormedRing
  let : NormedAlgebra ℂ (Matrix (Fin (n + 1)) (Fin (n + 1)) ℂ) :=
    Matrix.linftyOpNormedAlgebra
  have h := (NormedSpace.exp_hasFPowerSeriesAt_zero (𝕂 := ℂ)
    (𝔸 := Matrix (Fin (n + 1)) (Fin (n + 1)) ℂ)).isBigO_sub_partialSum_pow N
  have hcont : Continuous (fun t : ℝ => (-(Complex.I * (t : ℂ))) • H) := by fun_prop
  have h2 := h.comp_tendsto (hcont.tendsto' 0 0 (by simp))
  -- reading off one matrix entry is a continuous linear map
  let L := LinearMap.toContinuousLinearMap (Matrix.entryLinearMap ℂ ℂ j (0 : Fin (n + 1)))
  have h3 := (L.isBigO_comp _ (𝓝 (0 : ℝ))).trans h2
  have h4 : (fun t : ℝ => ‖(-(Complex.I * (t : ℂ))) • H‖ ^ N) =O[𝓝 0] fun t : ℝ => t ^ N := by
    refine IsBigO.of_bound (‖H‖ ^ N) (Eventually.of_forall fun t => le_of_eq ?_)
    simp only [norm_smul, norm_neg, norm_mul, Complex.norm_I, one_mul, Complex.norm_real,
      norm_pow, norm_norm, mul_pow]
    exact mul_comm _ _
  refine (h3.trans h4).congr_left fun t => ?_
  change (NormedSpace.exp (0 + (-(Complex.I * (t : ℂ))) • H) -
    (NormedSpace.expSeries ℂ (Matrix (Fin (n + 1)) (Fin (n + 1)) ℂ)).partialSum N
      ((-(Complex.I * (t : ℂ))) • H)) j 0 = _
  rw [zero_add, Matrix.sub_apply, FormalMultilinearSeries.partialSum, Matrix.sum_apply]
  unfold amplitude
  congr 1
  refine Finset.sum_congr rfl fun k _ => ?_
  rw [NormedSpace.expSeries_apply_eq, smul_pow, Matrix.smul_apply, Matrix.smul_apply,
    smul_eq_mul, smul_eq_mul]
  ring
```

With `N` equal to \(j+2\), the Hessenberg condition evaluates the polynomial. `Finset.sum_range_succ`, used twice, separates the terms of order \(j\) and \(j+1\), and the vanishing lemma removes the rest. The algebra that follows uses \((j+1)!=(j+1)\,j!\).

```lean
/-- Short-time amplitude at chain site `j`: the leading term is `(-i t) ^ j / j!` times the
product of the first `j` subdiagonal entries, and the first correction contains the sum of the
diagonal entries up to site `j`. -/
theorem amplitude_short_time {H : Matrix (Fin (n + 1)) (Fin (n + 1)) ℂ}
    (hH : IsUpperHessenberg H) (j : Fin (n + 1)) :
    (fun t : ℝ => amplitude H t j -
      (-(Complex.I * (t : ℂ))) ^ (j : ℕ) / (Nat.factorial j : ℂ) * chainWeight H j *
        (1 + -(Complex.I * (t : ℂ)) / (((j : ℕ) : ℂ) + 1) * ∑ i ∈ Finset.Iic j, H i i))
      =O[𝓝 0] fun t : ℝ => t ^ ((j : ℕ) + 2) := by
  refine (amplitude_taylor H j ((j : ℕ) + 2)).congr_left fun t => ?_
  -- all terms before order `j` vanish
  rw [Finset.sum_range_succ, Finset.sum_range_succ, Finset.sum_eq_zero (fun k hk => by
    rw [pow_apply_eq_zero hH k j (Finset.mem_range.mp hk), mul_zero]), zero_add,
    pow_apply_eq_chainWeight hH, pow_succ_apply hH, Nat.factorial_succ]
  push_cast
  rw [mul_comm (((j : ℕ) : ℂ) + 1), ← div_div]
  ring
```

## Limits of the amplitude and the population

Both limits again assume that `H` is upper Hessenberg. The filter `𝓝[≠] 0` lets \(t\) approach zero from both sides without taking the value zero. The remainder of order \(t^{j+2}\) is small compared with \(t^j\), so its quotient by \(t^j\) tends to zero. The explicit part, after division, is continuous in \(t\) and tends to its value at \(t=0\). The last lines of the proof check that for \(t\ne0\) the two parts add up to the quotient in the statement.

```lean
/-- Divided by `t ^ j`, the amplitude at site `j` tends to `(-i) ^ j / j!` times the product of
the first `j` subdiagonal entries as `t → 0`. -/
theorem amplitude_div_tendsto {H : Matrix (Fin (n + 1)) (Fin (n + 1)) ℂ}
    (hH : IsUpperHessenberg H) (j : Fin (n + 1)) :
    Tendsto (fun t : ℝ => amplitude H t j / (t : ℂ) ^ (j : ℕ)) (𝓝[≠] 0)
      (𝓝 ((-Complex.I) ^ (j : ℕ) / (Nat.factorial j : ℂ) * chainWeight H j)) := by
  have h1 := (amplitude_short_time hH j).trans_isLittleO
    (isLittleO_pow_pow (𝕜 := ℝ) (show (j : ℕ) < (j : ℕ) + 2 by omega))
  have hcast : (fun t : ℝ => t ^ (j : ℕ)) =O[𝓝 0] fun t : ℝ => (t : ℂ) ^ (j : ℕ) :=
    IsBigO.of_bound 1 (Eventually.of_forall fun t => by simp)
  have h2 := (h1.trans_isBigO hcast).tendsto_div_nhds_zero
  have hc : Tendsto (fun t : ℝ => (-Complex.I) ^ (j : ℕ) / (Nat.factorial j : ℂ) *
      chainWeight H j *
        (1 + -(Complex.I * (t : ℂ)) / (((j : ℕ) : ℂ) + 1) * ∑ i ∈ Finset.Iic j, H i i))
      (𝓝[≠] 0) (𝓝 ((-Complex.I) ^ (j : ℕ) / (Nat.factorial j : ℂ) * chainWeight H j)) :=
    (Continuous.tendsto' (by fun_prop) 0 _ (by simp)).mono_left nhdsWithin_le_nhds
  have h3 := (h2.mono_left nhdsWithin_le_nhds).add hc
  rw [zero_add] at h3
  refine h3.congr' ?_
  filter_upwards [self_mem_nhdsWithin] with t ht
  have ht0 : t ≠ 0 := by simpa using ht
  have htj : (t : ℂ) ^ (j : ℕ) ≠ 0 := pow_ne_zero _ (Complex.ofReal_ne_zero.mpr ht0)
  have hx : (-(Complex.I * (t : ℂ))) ^ (j : ℕ) =
      (-Complex.I) ^ (j : ℕ) * (t : ℂ) ^ (j : ℕ) := by
    rw [← mul_pow, neg_mul]
  rw [hx, div_add' _ _ _ htj]
  congr 1
  ring
```

For the population, the proof takes the norm of this limit and squares it. The phase \((-i)^j\) has modulus one and disappears. If one of the first \(j\) subdiagonal entries is zero, then \(W_j=0\) and both limits are zero.

```lean
/-- Divided by `t ^ (2 j)`, the squared modulus of the amplitude at site `j` tends to the square of
`|W| / j!` as `t → 0`, where `W` is the product of the first `j` subdiagonal entries. -/
theorem population_div_tendsto {H : Matrix (Fin (n + 1)) (Fin (n + 1)) ℂ}
    (hH : IsUpperHessenberg H) (j : Fin (n + 1)) :
    Tendsto (fun t : ℝ => ‖amplitude H t j‖ ^ 2 / t ^ (2 * (j : ℕ))) (𝓝[≠] 0)
      (𝓝 ((‖chainWeight H j‖ / (Nat.factorial j : ℝ)) ^ 2)) := by
  have h := (amplitude_div_tendsto hH j).norm.pow 2
  have hlim : ‖(-Complex.I) ^ (j : ℕ) / (Nat.factorial j : ℂ) * chainWeight H j‖ =
      ‖chainWeight H j‖ / (Nat.factorial j : ℝ) := by
    rw [norm_mul, norm_div, norm_pow, norm_neg, Complex.norm_I, one_pow, Complex.norm_natCast]
    ring
  rw [hlim] at h
  refine h.congr fun t => ?_
  have ht : (‖t‖ ^ (j : ℕ)) ^ 2 = t ^ (2 * (j : ℕ)) := by
    rw [← pow_mul, mul_comm (j : ℕ) 2, pow_mul, Real.norm_eq_abs, sq_abs, ← pow_mul]
  rw [norm_div, norm_pow, Complex.norm_real, div_pow, ht]

end

end KrylovChainPropagation
```

```lean
#print axioms KrylovChainPropagation.amplitude_short_time
#print axioms KrylovChainPropagation.population_div_tendsto
```

```
'KrylovChainPropagation.amplitude_short_time' depends on axioms: [propext, Classical.choice, Quot.sound]
'KrylovChainPropagation.population_div_tendsto' depends on axioms: [propext, Classical.choice, Quot.sound]
```
